# A pseudo-Voigt line with one shared component width: unit area and a half-width independent of the mixing

A measured spectral line is often broadened in two ways at once. A finite lifetime gives a Lorentzian shape, while thermal motion, and often the instrument, gives a shape close to a Gaussian. A simple fitting function for such a line is the pseudo-Voigt profile, a weighted sum of one Lorentzian and one Gaussian. When only the weight is changed during a fit, do the area and the width of the line change with it?

They do not, provided that each component has unit area and both have the same half-width at half maximum. Let x be the distance from the line centre, w > 0 the common half-width and a the weight of the Lorentzian, with 0 ≤ a ≤ 1. Define

L(x) = w / (π(x² + w²))

G(x) = √(ln 2/π) · exp(−ln 2 · x²/w²) / w

p(x) = a L(x) + (1 − a) G(x)

Then p has integral one over the real line, and p(x) = p(0)/2 holds exactly when |x| = w.

## Area, half-height and wing by hand

For the area, substitute u = x/w, so that dx = w du:

∫ L dx = (1/π) ∫ du/(1 + u²) = (1/π) · π = 1

∫ G dx = √(ln 2/π) ∫ exp(−ln 2 · u²) du = √(ln 2/π) · √(π/ln 2) = 1

Hence ∫ p dx = a + (1 − a) = 1.

At x = w each component has fallen to half its central value:

L(w) = w/(2πw²) = L(0)/2

G(w) = G(0) · exp(−ln 2) = G(0)/2

The weighted sum inherits the factor, so p(w) = p(0)/2. Since p depends on x only through x², the same holds at x = −w.

No other point has this value. If |x| < |y|, then x² < y², so L(y) < L(x) and G(y) < G(x). The weights a and 1 − a are non-negative and at least one is positive, so p(y) < p(x). A point closer to the centre than w therefore lies above half-height, and a point farther away lies below it.

The mixing does show in the wing. There

x² L(x) = (w/π) · (1 − w²/(x² + w²)) → w/π

while x² G(x) → 0, because the exponential beats the power. Thus x² p(x) → a w/π as x → ∞.

For a numerical instance, take w = 1 and a = 1/2. Then L(0) = 1/π ≈ 0.3183 and G(0) ≈ 0.4697, so p(0) ≈ 0.3940. At x = 1 the components are 0.1592 and 0.2349, and p(1) ≈ 0.1970, half the central value. At x = 2 the Lorentzian has dropped by a factor of 5 and the Gaussian by 2⁴ = 16, which gives p(2) ≈ 0.0465.

## The line shapes as real functions

The formal development uses Mathlib's integration theory and limits.

In Lean 4 with Mathlib:

```lean
import Mathlib

open MeasureTheory Filter Topology

namespace PseudoVoigt

noncomputable section
```

The two components are functions of a width `w` and a position `x`, both real numbers without units.

```lean
/-- The Lorentzian line shape centred at zero with half-width parameter `w`. -/
def lorentzian (w x : ℝ) : ℝ := w / (Real.pi * (x ^ 2 + w ^ 2))

/-- The Gaussian line shape centred at zero, written in terms of the half-width parameter `w`. -/
def gaussian (w x : ℝ) : ℝ :=
  Real.sqrt (Real.log 2 / Real.pi) * Real.exp (-Real.log 2 * x ^ 2 / w ^ 2) / w
```

The parameter `w` is the half-width at half maximum, so the full width is 2w.

```lean
/-- The pseudo-Voigt profile: a mixture of a Lorentzian with weight `a` and a Gaussian with
weight `1 - a`, both with the same half-width parameter `w`. -/
def profile (a w x : ℝ) : ℝ := a * lorentzian w x + (1 - a) * gaussian w x
```

Because the components are normalised by area, `a` is the Lorentzian fraction of the area and not of the peak height. The shared `w` is the half-width of the whole profile. It is not the width of the lifetime contribution or of the Doppler contribution, and those two generally differ. The profile is a sum, whereas the Voigt profile is a convolution of a Lorentzian with a Gaussian; how closely one approximates the other is not addressed.

## Unit area of each component

The equation `e` rewrites the Lorentzian in terms of x/w. The rule for integrating a rescaled function then supplies the factor |w|, and the arctangent integral supplies π.

```lean
/-- For `w > 0` the Lorentzian line shape is integrable and has unit area. -/
theorem lorentzian_area {w : ℝ} (hw : 0 < w) :
    Integrable (lorentzian w) ∧ ∫ x, lorentzian w x = 1 := by
  have hpi := Real.pi_pos
  -- rescale the position by the width
  have e : lorentzian w = fun x => (1 / (Real.pi * w)) * (1 + (x / w) ^ 2)⁻¹ := by
    funext x
    have hne : x ^ 2 + w ^ 2 ≠ 0 := by positivity
    have h : 1 + (x / w) ^ 2 = (x ^ 2 + w ^ 2) / w ^ 2 := by
      rw [div_pow, add_div, div_self (pow_ne_zero 2 hw.ne')]
      ring
    unfold lorentzian
    rw [h, inv_div]
    field_simp
  rw [e]
  constructor
  · exact (integrable_inv_one_add_sq.comp_div hw.ne').const_mul _
  · rw [integral_const_mul,
      Measure.integral_comp_div (fun y : ℝ => (1 + y ^ 2)⁻¹) w,
      integral_univ_inv_one_add_sq, abs_of_pos hw, smul_eq_mul]
    field_simp
```

The Gaussian follows the same route. Here `hs` states that the two square roots, one from the prefactor and one from the integral, multiply to one.

```lean
/-- For `w > 0` the Gaussian line shape is integrable and has unit area. -/
theorem gaussian_area {w : ℝ} (hw : 0 < w) :
    Integrable (gaussian w) ∧ ∫ x, gaussian w x = 1 := by
  have hpi := Real.pi_pos
  have hl : 0 < Real.log 2 := Real.log_pos one_lt_two
  have e : gaussian w = fun x => (Real.sqrt (Real.log 2 / Real.pi) / w) *
      Real.exp (-Real.log 2 * (x / w) ^ 2) := by
    funext x
    unfold gaussian
    rw [div_pow, ← mul_div_assoc]
    ring
  -- the two square roots are inverse to each other
  have hs : Real.sqrt (Real.log 2 / Real.pi) * Real.sqrt (Real.pi / Real.log 2) = 1 := by
    rw [← Real.sqrt_mul (by positivity), div_mul_div_cancel₀ hpi.ne', div_self hl.ne',
      Real.sqrt_one]
  rw [e]
  constructor
  · exact ((integrable_exp_neg_mul_sq hl).comp_div hw.ne').const_mul _
  · rw [integral_const_mul,
      Measure.integral_comp_div (fun y : ℝ => Real.exp (-Real.log 2 * y ^ 2)) w,
      integral_gaussian, abs_of_pos hw, smul_eq_mul, ← mul_assoc,
      div_mul_cancel₀ _ hw.ne', hs]
```

## Strict decrease away from the centre

The hypothesis `|x| < |y|` covers both sides of the line at once. The proof turns it into an inequality between squares, then obtains `hL` and `hG` for the two components.

```lean
/-- For `w > 0` and a mixing `a` in `[0, 1]`, the pseudo-Voigt profile falls strictly as the
distance from the line centre grows. -/
theorem profile_strict_decrease {a w x y : ℝ} (hw : 0 < w) (ha0 : 0 ≤ a) (ha1 : a ≤ 1)
    (hxy : |x| < |y|) : profile a w y < profile a w x := by
  have hpi := Real.pi_pos
  have hl : 0 < Real.log 2 := Real.log_pos one_lt_two
  have hsq : x ^ 2 < y ^ 2 := sq_lt_sq.2 hxy
  have hL : lorentzian w y < lorentzian w x := by
    unfold lorentzian
    exact div_lt_div_of_pos_left hw (by positivity)
      (mul_lt_mul_of_pos_left (by linarith) hpi)
  have hG : gaussian w y < gaussian w x := by
    unfold gaussian
    have h1 : -Real.log 2 * y ^ 2 < -Real.log 2 * x ^ 2 := by
      have := mul_lt_mul_of_pos_left hsq hl
      linarith
    have h2 := Real.exp_lt_exp.2 (div_lt_div_of_pos_right h1 (pow_pos hw 2))
    have h3 : 0 < Real.sqrt (Real.log 2 / Real.pi) := Real.sqrt_pos.2 (by positivity)
    exact div_lt_div_of_pos_right (mul_lt_mul_of_pos_left h2 h3) hw
  unfold profile
  -- at least one of the two weights is positive
  rcases ha0.eq_or_lt with h | h
  · subst h
    linarith
  · nlinarith [mul_pos h (sub_pos.2 hL), mul_nonneg (sub_nonneg.2 ha1) (sub_nonneg.2 hG.le)]
```

The final case split concerns the weights. If a = 0, only the Gaussian inequality is needed. If a > 0, the Lorentzian contributes a strict inequality and the Gaussian a non-strict one, which also covers a = 1.

## The value at distance w

This lemma evaluates both components at `w` and at 0. It places no restriction on `a`, since halving both terms halves any linear combination of them.

```lean
/-- At distance `w` from the centre the pseudo-Voigt profile has half its central value,
for every mixing `a`. -/
theorem profile_at_width (a : ℝ) {w : ℝ} (hw : 0 < w) :
    profile a w w = profile a w 0 / 2 := by
  have hL : lorentzian w w = lorentzian w 0 / 2 := by
    unfold lorentzian
    have h : Real.pi * (w ^ 2 + w ^ 2) = Real.pi * (0 ^ 2 + w ^ 2) * 2 := by ring
    rw [h]
    exact div_mul_eq_div_div _ _ _
  have hG : gaussian w w = gaussian w 0 / 2 := by
    unfold gaussian
    have h1 : Real.exp (-Real.log 2 * w ^ 2 / w ^ 2) = 1 / 2 := by
      rw [mul_div_assoc, div_self (pow_ne_zero 2 hw.ne'), mul_one, Real.exp_neg,
        Real.exp_log two_pos]
      norm_num
    have h2 : Real.exp (-Real.log 2 * 0 ^ 2 / w ^ 2) = 1 := by simp
    rw [h1, h2]
    ring
  unfold profile
  rw [hL, hG]
  ring
```

## Area and half-width together

The main theorem assumes `0 < w`, `0 ≤ a` and `a ≤ 1`. It concludes that the profile is integrable over the real line, that its integral is one, and that for every real `x` the half-height equation is equivalent to `|x| = w`.

```lean
/-- For `w > 0` the pseudo-Voigt profile is integrable with unit area, and it takes half its central
value exactly at distance `w` from the centre, whatever the mixing `a` in `[0, 1]`. -/
theorem profile_area_and_half_width {a w : ℝ} (hw : 0 < w) (ha0 : 0 ≤ a) (ha1 : a ≤ 1) :
    Integrable (profile a w) ∧ ∫ x, profile a w x = 1 ∧
      ∀ x, profile a w x = profile a w 0 / 2 ↔ |x| = w := by
  obtain ⟨iL, nL⟩ := lorentzian_area hw
  obtain ⟨iG, nG⟩ := gaussian_area hw
  refine ⟨(iL.const_mul a).add (iG.const_mul (1 - a)), ?_, fun x => ⟨fun h => ?_, fun h => ?_⟩⟩
  · unfold profile
    rw [integral_add (iL.const_mul a) (iG.const_mul (1 - a)), integral_const_mul,
      integral_const_mul, nL, nG]
    ring
  · -- strict decrease excludes every other distance
    rw [← profile_at_width a hw] at h
    rcases lt_trichotomy |x| w with hx | hx | hx
    · have := profile_strict_decrease hw ha0 ha1 (hx.trans_eq (abs_of_pos hw).symm)
      linarith
    · exact hx
    · have := profile_strict_decrease hw ha0 ha1 ((abs_of_pos hw).trans_lt hx)
      linarith
  · have hsq : x ^ 2 = w ^ 2 := by rw [← sq_abs, h]
    rw [← profile_at_width a hw]
    simp only [profile, lorentzian, gaussian, hsq]
```

The area comes from linearity of the integral. For the equivalence, p(0)/2 is first replaced by p(w). If p(x) = p(w), then |x| is less than, equal to or greater than w, and strict decrease contradicts the first and third cases. Conversely, |x| = w gives x² = w², and the two profile values coincide.

When a computed spectrum of discrete transitions is broadened with this one-width profile, each line keeps its intensity, integrated over the whole real line, for every a in [0, 1]; the half-width statement applies to an isolated line, not to overlapping ones.

## The wing reveals the Lorentzian weight

The last theorem concerns `x` tending to +∞ and holds for every real `a`.

```lean
/-- In the far wing the pseudo-Voigt profile multiplied by `x ^ 2` tends to `a * w / π`. -/
theorem profile_wing (a : ℝ) {w : ℝ} (hw : 0 < w) :
    Tendsto (fun x => x ^ 2 * profile a w x) atTop (𝓝 (a * w / Real.pi)) := by
  have hpi := Real.pi_pos
  have hl : 0 < Real.log 2 := Real.log_pos one_lt_two
  have hb : 0 < Real.log 2 / w ^ 2 := by positivity
  have hx : Tendsto (fun x : ℝ => x ^ 2) atTop atTop := tendsto_pow_atTop two_ne_zero
  have h1 : Tendsto (fun x : ℝ => w ^ 2 / (x ^ 2 + w ^ 2)) atTop (𝓝 0) :=
    (tendsto_atTop_add_const_right _ (w ^ 2) hx).const_div_atTop _
  -- up to a constant factor, `x ^ 2` times the Gaussian tends to zero
  have h2 := (Real.tendsto_pow_mul_exp_neg_atTop_nhds_zero 1).comp (hx.const_mul_atTop hb)
  have key := ((h1.const_sub 1).const_mul (a * w / Real.pi)).add
    (h2.const_mul ((1 - a) * Real.sqrt (Real.log 2 / Real.pi) / w / (Real.log 2 / w ^ 2)))
  simp only [sub_zero, mul_one, mul_zero, add_zero] at key
  refine key.congr fun x => ?_
  have hne : x ^ 2 + w ^ 2 ≠ 0 := by positivity
  have hL : 1 - w ^ 2 / (x ^ 2 + w ^ 2) = x ^ 2 / (x ^ 2 + w ^ 2) := by
    rw [eq_div_iff hne, sub_mul, div_mul_cancel₀ _ hne]
    ring
  have e : -Real.log 2 * x ^ 2 / w ^ 2 = -(Real.log 2 / w ^ 2 * x ^ 2) := by ring
  simp only [Function.comp_apply, profile, lorentzian, gaussian]
  rw [hL, e]
  generalize Real.exp (-(Real.log 2 / w ^ 2 * x ^ 2)) = E
  generalize Real.sqrt (Real.log 2 / Real.pi) = s
  field_simp

end

end PseudoVoigt
```

The limit `h1` handles the Lorentzian correction w²/(x² + w²). For the Gaussian, `h2` uses the fact that y exp(−y) tends to zero, with y = (ln 2/w²) x². The two are combined in `key`, and the remaining algebra identifies that combination with x² p(x).

```lean
#print axioms PseudoVoigt.profile_area_and_half_width
-- 'PseudoVoigt.profile_area_and_half_width' depends on axioms: [propext, Classical.choice, Quot.sound]
#print axioms PseudoVoigt.profile_wing
-- 'PseudoVoigt.profile_wing' depends on axioms: [propext, Classical.choice, Quot.sound]
```
